# For a quadratic energy with a fixed kernel, the corrected force error pairs the density error with its derivative

## Density, source and energy

Let $R$ be one nuclear coordinate. The electron density is described by a vector $n$ with finitely many real components, for instance its values on a grid or its coefficients in a basis. We write $\langle x,y\rangle=\sum_i x_i y_i$ for the pairing of two such vectors, and a prime for the derivative with respect to $R$. The energy is

$$
E(b,n)=\tfrac12\langle n,An\rangle-\langle b,n\rangle .
$$

The vector $b=b(R)$ is the source. It carries the influence of the nuclei on the density, so $-b$ plays the part of an external potential. The matrix $A$ is the interaction kernel, and three conditions are placed on it:

- It is symmetric, because the interaction between two density components is mutual.
- It is invertible, so every source has exactly one stationary density.
- It is constant, which means that moving the nucleus changes the source but not the interaction between density components. This suits a representation fixed in space better than one that travels with the atoms.

At fixed $b$, the gradient of $E$ with respect to $n$ is the residual $An-b$. It vanishes at the stationary density

$$
m(R)=A^{-1}b(R).
$$

The kernel need not be positive definite, so $m$ is a stationary point and not necessarily a minimum. The force is $F=-dE/dR$. All errors below are stated for the energy derivative, and the corresponding force errors have the opposite sign.

## Forces from a density that is not self-consistent

Suppose that we have a trial density $n(R)$ in place of $m(R)$. A superposition of atomic densities that move rigidly with their nuclei is an example in which $n'$ is known. There are two natural approximations to the derivative of $E(b,m)$. The first keeps only the explicit dependence on the nuclear coordinate, $-\langle b',n\rangle$. The second is the total derivative of $E(b(R),n(R))$, which also contains a correction from the residual.

For this finite quadratic model with a constant kernel, the error of the second approximation is

$$
\frac{d}{dR}E(b,n)-\frac{d}{dR}E(b,m)=\langle A(n-m),\,n'-m'\rangle ,\qquad m'=A^{-1}b' .
$$

One factor is the error of the density and the other is the error of its derivative. This bears on forces taken before self-consistency in electronic-structure calculations, including those with the projector augmented-wave (PAW) method, as far as the energy there can be modelled by a quadratic function with a kernel independent of $R$.

## Derivation

**The total derivative.** Symmetry of $A$ gives $\langle x,Ay\rangle=\langle y,Ax\rangle$. With the product rule, the quadratic term has the derivative

$$
\tfrac12\langle n',An\rangle+\tfrac12\langle n,An'\rangle=\langle An,n'\rangle .
$$

The source term contributes $-\langle b',n\rangle-\langle b,n'\rangle$. Together,

$$
\frac{d}{dR}E(b,n)=\langle An-b,\,n'\rangle-\langle b',n\rangle .
$$

The first term is the residual correction and the second is the Hellmann–Feynman term.

**The stationary density.** Since $A^{-1}$ is constant, $m$ is differentiable with $m'=A^{-1}b'$. Since $Am=b$, the residual vanishes at $n=m$, and

$$
\frac{d}{dR}E(b,m)=-\langle b',m\rangle .
$$

**The response identity.** For any vectors $x$ and $c$, symmetry gives

$$
\langle Ax,A^{-1}c\rangle=\langle x,AA^{-1}c\rangle=\langle c,x\rangle .
$$

With $c=b'$ this reads $\langle Ax,m'\rangle=\langle b',x\rangle$.

**The difference.** Subtracting the two derivatives and using $b=Am$, we obtain

$$
\begin{aligned}
\frac{d}{dR}E(b,n)-\frac{d}{dR}E(b,m)
&=\langle An-b,n'\rangle-\langle b',n-m\rangle\\
&=\langle A(n-m),n'\rangle-\langle A(n-m),m'\rangle\\
&=\langle A(n-m),n'-m'\rangle .
\end{aligned}
$$

**Without the correction.** If only the Hellmann–Feynman term is kept, the response identity gives

$$
-\langle b',n\rangle-\frac{d}{dR}E(b,m)=-\langle b',n-m\rangle=-\langle A(n-m),m'\rangle .
$$

This contains the density error once, multiplied by the response of the exact stationary density.

**Scaling.** Take $n=m+\varepsilon d$ with a differentiable vector $d(R)$ and a number $\varepsilon$ that does not depend on $R$. Then $n-m=\varepsilon d$ and $n'-m'=\varepsilon d'$, so the error of the total derivative is exactly

$$
\varepsilon^2\langle Ad,d'\rangle .
$$

The same trial density without the correction has the error $-\varepsilon\langle Ad,m'\rangle$. The quadratic scaling relies on both density errors shrinking together. A density that is accurate at one $R$ but has a poor derivative there does not have this advantage.

## The statement in Lean

The type `ι` labels the density components and is finite. A density at one geometry has type `ι → ℝ`, and a density that depends on the nuclear coordinate has type `ℝ → ι → ℝ`. The symbol `⬝ᵥ` is the pairing $\langle\cdot,\cdot\rangle$, and `*ᵥ` applies a matrix to a vector. The definitions `energy A b n` and `stationaryDensity A b` are $E(b,n)$ and $A^{-1}b$.

The hypothesis `hS : A.IsSymm` is the symmetry of the kernel, and `hA : IsUnit A.det` says that its determinant is nonzero. Constancy needs no hypothesis of its own, because `A` is a single matrix and not a function of the coordinate. The hypothesis `HasDerivAt b b' R` says that the source has the derivative `b'` at the point `R`, and `hn` says the same for the trial density. Differentiability is required only at that point. The vector $m'$ appears as `stationaryDensity A b'`.

With these readings, `corrected_force_error` is the product formula: the difference of the two `deriv` expressions equals the pairing of $A(n-m)$ with $n'-m'$, evaluated at `R`. In `uncorrected_force_error` the trial density `n` is one vector and not a function of $R$, since its derivative is not used. The theorem `corrected_force_error_scaling` is the $\varepsilon^2$ formula.

The theorem called `hellmann_feynman` concerns the stationary point of this quadratic function; no Hamiltonian or wave function occurs in it. The model also leaves out much of a real PAW energy. It has no kinetic energy of orbitals, no nonlinear exchange–correlation term, no constraint on the number of electrons and no kernel that changes with the atomic positions. Despite the name of the namespace `PAWForces`, nothing in the file is specific to the PAW method. The repulsion between the nuclei is also absent. It does not depend on the electron density, so it would add the same term to each of the energy derivatives compared here and cancel from the errors. With several nuclear coordinates, the formulas apply to each one while the others are held fixed.

## The complete file

```lean
import Mathlib

open Matrix

namespace PAWForces

noncomputable section

variable {ι : Type*} [Fintype ι]

/-- The quadratic energy `E(b, n) = ½⟨n, A n⟩ - ⟨b, n⟩` of a density `n` in a
linear source `b`. -/
def energy (A : Matrix ι ι ℝ) (b n : ι → ℝ) : ℝ :=
  (1 / 2) * (n ⬝ᵥ A *ᵥ n) - b ⬝ᵥ n

/-- For a symmetric kernel `A`, the interaction `⟨x, A y⟩` of two densities is unchanged
when they are exchanged. -/
theorem interaction_symm {A : Matrix ι ι ℝ} (hS : A.IsSymm) (x y : ι → ℝ) :
    x ⬝ᵥ A *ᵥ y = y ⬝ᵥ A *ᵥ x := by
  rw [Matrix.dotProduct_mulVec, ← Matrix.mulVec_transpose, hS.eq, dotProduct_comm]

/-- Product rule for the pairing of two vectors that are differentiable in the nuclear
coordinate. -/
theorem hasDerivAt_pairing {u v : ℝ → ι → ℝ} {u' v' : ι → ℝ} {R : ℝ}
    (hu : HasDerivAt u u' R) (hv : HasDerivAt v v' R) :
    HasDerivAt (fun t => u t ⬝ᵥ v t) (u' ⬝ᵥ v R + u R ⬝ᵥ v') R := by
  have h : HasDerivAt (fun t => ∑ i, u t i * v t i)
      (∑ i, (u' i * v R i + u R i * v' i)) R :=
    HasDerivAt.fun_sum fun i _ => (hasDerivAt_pi.1 hu i).fun_mul (hasDerivAt_pi.1 hv i)
  simpa only [dotProduct, Finset.sum_add_distrib] using h

/-- A constant matrix passes through the derivative of a differentiable vector. -/
theorem hasDerivAt_mulVec (M : Matrix ι ι ℝ) {v : ℝ → ι → ℝ} {v' : ι → ℝ} {R : ℝ}
    (hv : HasDerivAt v v' R) : HasDerivAt (fun t => M *ᵥ v t) (M *ᵥ v') R := by
  rw [hasDerivAt_pi]
  intro i
  have h := hasDerivAt_pairing (hasDerivAt_const R (M i)) hv
  rw [zero_dotProduct, zero_add] at h
  exact h

/-- For constant symmetric `A` and differentiable `b` and `n`, the total energy derivative
is the residual term `⟨A n - b, n'⟩` plus the Hellmann–Feynman term `-⟨b', n⟩`. -/
theorem hasDerivAt_energy {A : Matrix ι ι ℝ} (hS : A.IsSymm)
    {b n : ℝ → ι → ℝ} {b' n' : ι → ℝ} {R : ℝ}
    (hb : HasDerivAt b b' R) (hn : HasDerivAt n n' R) :
    HasDerivAt (fun t => energy A (b t) (n t))
      ((A *ᵥ n R - b R) ⬝ᵥ n' - b' ⬝ᵥ n R) R := by
  have h := ((hasDerivAt_pairing hn (hasDerivAt_mulVec A hn)).const_mul (1 / 2 : ℝ)).fun_sub
    (hasDerivAt_pairing hb hn)
  refine h.congr_deriv ?_
  -- symmetry merges the two halves of the quadratic term
  rw [sub_dotProduct, dotProduct_comm (A *ᵥ n R) n', interaction_symm hS (n R) n']
  ring

variable [DecidableEq ι]

/-- The vector `m = A⁻¹ b`. For symmetric invertible `A` it is the stationary density of the
quadratic energy with source `b`. -/
def stationaryDensity (A : Matrix ι ι ℝ) (b : ι → ℝ) : ι → ℝ := A⁻¹ *ᵥ b

/-- For invertible `A` the vector `m = A⁻¹ b` solves `A m = b`. -/
theorem mulVec_stationaryDensity {A : Matrix ι ι ℝ} (hA : IsUnit A.det) (b : ι → ℝ) :
    A *ᵥ stationaryDensity A b = b := by
  rw [stationaryDensity, Matrix.mulVec_mulVec, Matrix.mul_nonsing_inv A hA,
    Matrix.one_mulVec]

/-- Response identity for symmetric invertible `A`: pairing `A x` with the stationary
density of a source `c` gives `⟨c, x⟩`. -/
theorem response_identity {A : Matrix ι ι ℝ} (hS : A.IsSymm) (hA : IsUnit A.det)
    (x c : ι → ℝ) : (A *ᵥ x) ⬝ᵥ stationaryDensity A c = c ⬝ᵥ x := by
  rw [dotProduct_comm (A *ᵥ x) (stationaryDensity A c),
    interaction_symm hS (stationaryDensity A c) x, mulVec_stationaryDensity hA,
    dotProduct_comm x c]

/-- Analogue of the Hellmann–Feynman theorem for the quadratic energy: for constant symmetric
invertible `A` and differentiable `b`, the energy at the stationary density `m` has the derivative
`-⟨b', m⟩`. -/
theorem hellmann_feynman {A : Matrix ι ι ℝ} (hS : A.IsSymm) (hA : IsUnit A.det)
    {b : ℝ → ι → ℝ} {b' : ι → ℝ} {R : ℝ} (hb : HasDerivAt b b' R) :
    HasDerivAt (fun t => energy A (b t) (stationaryDensity A (b t)))
      (-(b' ⬝ᵥ stationaryDensity A (b R))) R := by
  have hm : HasDerivAt (fun t => stationaryDensity A (b t)) (stationaryDensity A b') R :=
    hasDerivAt_mulVec A⁻¹ hb
  refine (hasDerivAt_energy hS hb hm).congr_deriv ?_
  -- the residual `A m - b` vanishes
  simp [mulVec_stationaryDensity hA]

/-- For constant symmetric invertible `A` and differentiable `b` and `n`, the total energy
derivative along `n` minus that along the stationary density `m` is `⟨A (n - m), n' - m'⟩`,
where `m' = A⁻¹ b'`. -/
theorem corrected_force_error {A : Matrix ι ι ℝ} (hS : A.IsSymm) (hA : IsUnit A.det)
    {b n : ℝ → ι → ℝ} {b' n' : ι → ℝ} {R : ℝ}
    (hb : HasDerivAt b b' R) (hn : HasDerivAt n n' R) :
    deriv (fun t => energy A (b t) (n t)) R
        - deriv (fun t => energy A (b t) (stationaryDensity A (b t))) R
      = (A *ᵥ (n R - stationaryDensity A (b R))) ⬝ᵥ (n' - stationaryDensity A b') := by
  rw [(hasDerivAt_energy hS hb hn).deriv, (hellmann_feynman hS hA hb).deriv]
  -- the response identity, for the trial and for the stationary density
  have h1 := response_identity hS hA (n R) b'
  have h2 := response_identity hS hA (stationaryDensity A (b R)) b'
  rw [mulVec_stationaryDensity hA] at h2
  rw [Matrix.mulVec_sub, mulVec_stationaryDensity hA]
  simp only [sub_dotProduct, dotProduct_sub]
  linear_combination h1 - h2

/-- For constant symmetric invertible `A` and differentiable `b`, the Hellmann–Feynman term
`-⟨b', n⟩` alone misses the energy derivative at the stationary density `m` by
`-⟨A (n - m), m'⟩`, where `m' = A⁻¹ b'`. -/
theorem uncorrected_force_error {A : Matrix ι ι ℝ} (hS : A.IsSymm) (hA : IsUnit A.det)
    {b : ℝ → ι → ℝ} {b' : ι → ℝ} {R : ℝ} (hb : HasDerivAt b b' R) (n : ι → ℝ) :
    -(b' ⬝ᵥ n) - deriv (fun t => energy A (b t) (stationaryDensity A (b t))) R
      = -((A *ᵥ (n - stationaryDensity A (b R))) ⬝ᵥ stationaryDensity A b') := by
  rw [(hellmann_feynman hS hA hb).deriv, response_identity hS hA, dotProduct_sub]
  ring

/-- For constant symmetric invertible `A`, differentiable `b` and `d`, and constant `ε`, the
trial density `m + ε d` gives a total energy derivative that differs from the one at the
stationary density `m` by `ε² ⟨A d, d'⟩`. -/
theorem corrected_force_error_scaling {A : Matrix ι ι ℝ} (hS : A.IsSymm)
    (hA : IsUnit A.det) {b d : ℝ → ι → ℝ} {b' d' : ι → ℝ} {R : ℝ}
    (hb : HasDerivAt b b' R) (hd : HasDerivAt d d' R) (ε : ℝ) :
    deriv (fun t => energy A (b t) (stationaryDensity A (b t) + ε • d t)) R
        - deriv (fun t => energy A (b t) (stationaryDensity A (b t))) R
      = ε ^ 2 * ((A *ᵥ d R) ⬝ᵥ d') := by
  have hm : HasDerivAt (fun t => stationaryDensity A (b t)) (stationaryDensity A b') R :=
    hasDerivAt_mulVec A⁻¹ hb
  have hn : HasDerivAt (fun t => stationaryDensity A (b t) + ε • d t)
      (stationaryDensity A b' + ε • d') R := hm.add (hd.const_smul ε)
  refine (corrected_force_error hS hA hb hn).trans ?_
  -- both density errors carry one factor `ε`
  simp only [add_sub_cancel_left, Matrix.mulVec_smul, smul_dotProduct, dotProduct_smul,
    smul_eq_mul]
  ring

end

end PAWForces
```

```lean
#print axioms PAWForces.uncorrected_force_error
#print axioms PAWForces.corrected_force_error_scaling
```

```
'PAWForces.uncorrected_force_error' depends on axioms: [propext, Classical.choice, Quot.sound]
'PAWForces.corrected_force_error_scaling' depends on axioms: [propext, Classical.choice, Quot.sound]
```

## From the product rule to the error formulas

The first three lemmas supply the calculus and the symmetry. In `interaction_symm`, the matrix is moved to the other side of the pairing as its transpose, and `hS.eq` replaces the transpose by `A`. The lemma `hasDerivAt_pairing` writes the pairing as a finite sum and applies the ordinary product rule to each component. For `hasDerivAt_mulVec`, each component of $Mv$ is the pairing of a constant row of $M$ with $v$, so the previous lemma applies and the derivative of the row contributes zero.

The theorem `hasDerivAt_energy` assembles the total derivative. The expression `h` contains the derivative in the form that the product rule gives, with two separate halves of the quadratic term. The step `congr_deriv` leaves the task of showing that this form equals the residual term plus the Hellmann–Feynman term. Symmetry identifies the two halves, and `ring` collects them.

Invertibility enters through `mulVec_stationaryDensity`, which proves $Am=b$. Combined with symmetry, it gives `response_identity`. In `hellmann_feynman`, the derivative of $m$ comes from `hasDerivAt_mulVec` applied to the constant matrix `A⁻¹`. The general energy derivative is then specialised to $n=m$, and `simp` removes the residual by means of $Am=b$.

The proof of `corrected_force_error` first replaces both `deriv` expressions by the formulas already found. It then uses the response identity twice:

$$
\texttt{h1}:\ \langle An,m'\rangle=\langle b',n\rangle,\qquad
\texttt{h2}:\ \langle b,m'\rangle=\langle b',m\rangle .
$$

The second has this form after $Am$ has been rewritten as $b$. Once all pairings of differences are expanded, the two sides of the goal differ by exactly the first identity minus the second, which is what `linear_combination h1 - h2` verifies. The derivation above applied the response identity once, to $x=n-m$; the Lean proof applies it to $n$ and $m$ separately.

For `uncorrected_force_error`, the response identity turns the right-hand side into $-\langle b',n-m\rangle$, and expanding the pairing finishes the proof. For `corrected_force_error_scaling`, the facts `hm` and `hn` give the derivatives of $m$ and $m+\varepsilon d$. The product formula is applied to this trial density, the stationary parts cancel in both differences, and each of the two remaining vectors releases one factor $\varepsilon$.
